# Pressure, equilibrium density and spinodal density of jellium with exchange

Solving $P(n) = 0$ for a uniform electron gas locates a stationary point of the energy per particle and nothing more. Without control of signs, that point could be a maximum or one of several, and it would not be known on which side the system is under tension. A negative pressure is also easily mistaken for a negative bulk modulus. For the kinetic-plus-exchange model all of this can be settled exactly, because the energy per volume, the energy per particle, the pressure and the bulk modulus are all polynomials in the cube root of the density.

```lean
import Mathlib

open Filter Topology

namespace JelliumExchange

noncomputable section
```

## The model

Let $n > 0$ be the electron density and $a, b$ real coefficients. The kinetic energy per volume is $t(n) = a n^{5/3}$, the exchange energy per volume is $x(n) = -b n^{4/3}$, and the total is $e(n) = t(n) + x(n)$. The two power laws are assumed, not derived from a Hamiltonian; $a$ and $b$ stay free parameters in any consistent units, and the exponents are real powers. In electronic-structure terms this is the form of the kinetic-plus-exchange energy of a three-dimensional, non-relativistic uniform electron gas of fixed spin polarisation at zero temperature, whose neutralising background follows the density, with no correlation term. For the unpolarised gas in Hartree atomic units, $a = \tfrac{3}{10}(3\pi^2)^{2/3}$ and $b = \tfrac34(3/\pi)^{1/3}$.

```lean
/-- Kinetic energy per volume of the uniform electron gas, `a n^(5/3)`. -/
def kinetic (a n : ℝ) : ℝ := a * n ^ (5 / 3 : ℝ)

/-- Exchange energy per volume of the uniform electron gas, `-b n^(4/3)`. -/
def exchange (b n : ℝ) : ℝ := -(b * n ^ (4 / 3 : ℝ))

/-- Energy per volume of jellium with exchange, the sum of kinetic and exchange parts. -/
def energyDensity (a b n : ℝ) : ℝ := kinetic a n + exchange b n
```

For $N$ particles in a volume $V$ the energy is $E = V e(N/V)$. At fixed $N$, $\partial n/\partial V = -n/V$, so
$$P = -\frac{\partial E}{\partial V} = n e'(n) - e(n), \qquad \frac{E}{N} = \frac{e(n)}{n}, \qquad B = -V\frac{\partial P}{\partial V} = n P'(n).$$
Lean takes the right-hand sides as definitions, for an arbitrary function `e : ℝ → ℝ`; the volume does not appear. Mathlib's `deriv` returns $0$ where no derivative exists, so differentiability of $e$ and of $P$ is proved below at every $n > 0$.

```lean
/-- Pressure `n e'(n) - e(n)` of a uniform system with energy per volume `e`. -/
def pressure (e : ℝ → ℝ) (n : ℝ) : ℝ := n * deriv e n - e n

/-- Energy per particle `e(n) / n`. -/
def perParticle (e : ℝ → ℝ) (n : ℝ) : ℝ := e n / n

/-- Bulk modulus `n P'(n)` of a uniform system with energy per volume `e`. -/
def bulkModulus (e : ℝ → ℝ) (n : ℝ) : ℝ := n * deriv (pressure e) n
```

Two densities are named in advance: $n_0 = (b/2a)^3$ and $n_s = (2b/5a)^3$.

```lean
/-- The equilibrium density `n0 = (b / (2a))^3`. -/
def equilibriumDensity (a b : ℝ) : ℝ := (b / (2 * a)) ^ 3

/-- The spinodal density `ns = (2b / (5a))^3`. -/
def spinodalDensity (a b : ℝ) : ℝ := (2 * b / (5 * a)) ^ 3
```

## Two algebraic tools

Put $y = n^{1/3} > 0$. Then $n^{k/3} = (n^{1/3})^k = y^k$ for each natural number $k$, which gives $n = y^3$ and the powers $y, y^2, y^4, y^5$. The auxiliary statement `key` is this rule, obtained from `Real.rpow_mul` and used for $k = 2, 3, 4, 5$.

```lean
/-- A positive density is the cube of a positive `y`, and its powers `1/3, 2/3, 4/3, 5/3`
are `y, y^2, y^4, y^5`. -/
theorem powers_of_cube_root {n : ℝ} (hn : 0 < n) :
    ∃ y : ℝ, 0 < y ∧ n = y ^ 3 ∧ n ^ (1 / 3 : ℝ) = y ∧ n ^ (2 / 3 : ℝ) = y ^ 2 ∧
      n ^ (4 / 3 : ℝ) = y ^ 4 ∧ n ^ (5 / 3 : ℝ) = y ^ 5 := by
  have key : ∀ (k : ℕ) (r : ℝ), r = 1 / 3 * (k : ℝ) → n ^ r = (n ^ (1 / 3 : ℝ)) ^ k := by
    intro k r hr
    rw [hr, Real.rpow_mul hn.le (1 / 3) (k : ℝ), Real.rpow_natCast]
  refine ⟨n ^ (1 / 3 : ℝ), Real.rpow_pos_of_pos hn _, ?_, rfl, key 2 _ (by norm_num),
    key 4 _ (by norm_num), key 5 _ (by norm_num)⟩
  have h := key 3 1 (by norm_num)
  rwa [Real.rpow_one] at h
```

Next, let $v = k(y - c)$ with $y, c, k$ positive reals. Since $k > 0$, $v$ has the sign of $y - c$. Since the cube is strictly increasing on positive numbers, $y < c$, $y = c$, $y > c$ are equivalent to $n < c^3$, $n = c^3$, $n > c^3$. The `rw` line removes the cubes, and the remainder is the sign rule for a product with a positive factor.

```lean
/-- If `n = y^3` and `v = k (y - c)` with `y, c, k` positive, then `v` is negative, zero or
positive exactly when `n` is below, at or above `c^3`. -/
theorem sign_of_linear_factor {n y c k v : ℝ} (hy : 0 < y) (hc : 0 < c) (hk : 0 < k)
    (h3 : n = y ^ 3) (hv : v = k * (y - c)) :
    (v < 0 ↔ n < c ^ 3) ∧ (v = 0 ↔ n = c ^ 3) ∧ (0 < v ↔ c ^ 3 < n) := by
  subst h3 hv
  have h : (3 : ℕ) ≠ 0 := by norm_num
  -- the cube is strictly increasing on positive numbers
  rw [pow_lt_pow_iff_left₀ hy.le hc.le h, pow_left_inj₀ hy.le hc.le h,
    pow_lt_pow_iff_left₀ hc.le hy.le h]
  refine ⟨⟨fun h1 => ?_, fun h1 => mul_neg_of_pos_of_neg hk (sub_neg.mpr h1)⟩,
    ⟨fun h1 => sub_eq_zero.mp ((mul_eq_zero.mp h1).resolve_left hk.ne'),
      fun h1 => mul_eq_zero.mpr (Or.inr (sub_eq_zero.mpr h1))⟩,
    ⟨fun h1 => ?_, fun h1 => mul_pos hk (sub_pos.mpr h1)⟩⟩
  · by_contra hh
    have := mul_nonneg hk.le (sub_nonneg.mpr (not_lt.mp hh))
    linarith
  · by_contra hh
    have := mul_nonneg hk.le (sub_nonneg.mpr (not_lt.mp hh))
    nlinarith
```

## Derivatives and the virial form

The power rule gives $e'(n) = \tfrac53 a n^{2/3} - \tfrac43 b n^{1/3}$ for $n > 0$ and any $a, b$. In the proof `h5` and `h4` are the power rule for the two exponents, and `HasDerivAt` states that the derivative exists with this value.

```lean
/-- At positive density the energy per volume has derivative
`(5/3) a n^(2/3) - (4/3) b n^(1/3)`. -/
theorem hasDerivAt_energyDensity (a b : ℝ) {n : ℝ} (hn : 0 < n) :
    HasDerivAt (energyDensity a b)
      (5 / 3 * a * n ^ (2 / 3 : ℝ) - 4 / 3 * b * n ^ (1 / 3 : ℝ)) n := by
  have h5 : HasDerivAt (fun x : ℝ => x ^ (5 / 3 : ℝ)) (5 / 3 * n ^ (5 / 3 - 1 : ℝ)) n :=
    Real.hasDerivAt_rpow_const (Or.inl hn.ne')
  have h4 : HasDerivAt (fun x : ℝ => x ^ (4 / 3 : ℝ)) (4 / 3 * n ^ (4 / 3 - 1 : ℝ)) n :=
    Real.hasDerivAt_rpow_const (Or.inl hn.ne')
  have e5 : (5 / 3 - 1 : ℝ) = 2 / 3 := by norm_num
  have e4 : (4 / 3 - 1 : ℝ) = 1 / 3 := by norm_num
  rw [e5] at h5
  rw [e4] at h4
  have hf : energyDensity a b = fun x : ℝ => a * x ^ (5 / 3 : ℝ) - b * x ^ (4 / 3 : ℝ) := by
    funext x
    exact (sub_eq_add_neg _ _).symm
  have h : HasDerivAt (fun x : ℝ => a * x ^ (5 / 3 : ℝ) - b * x ^ (4 / 3 : ℝ))
      (a * (5 / 3 * n ^ (2 / 3 : ℝ)) - b * (4 / 3 * n ^ (1 / 3 : ℝ))) n :=
    (h5.const_mul a).fun_sub (h4.const_mul b)
  rw [hf]
  exact h.congr_deriv (by ring)
```

For any $e$ differentiable at $n \neq 0$, the quotient rule gives
$$\frac{d}{dn}\frac{e}{n} = \frac{n e' - e}{n^2} = \frac{P}{n^2}.$$
Zero pressure is therefore the same as stationarity of $e/n$. The later proofs do not call this lemma; the minimum is reached by a different route.

```lean
/-- For any energy per volume differentiable at a nonzero density, the energy per particle
has derivative `P(n) / n^2` there. -/
theorem hasDerivAt_perParticle {e : ℝ → ℝ} {n : ℝ} (he : DifferentiableAt ℝ e n)
    (hn : n ≠ 0) : HasDerivAt (perParticle e) (pressure e n / n ^ 2) n := by
  have h : HasDerivAt (fun y : ℝ => e y / y) ((deriv e n * n - e n * 1) / n ^ 2) n :=
    he.hasDerivAt.fun_div (hasDerivAt_id' n) hn
  exact h.congr_deriv (by unfold pressure; ring)
```

Inserting $e'$ and writing everything in $y$,
$$P = \tfrac53 a y^5 - \tfrac43 b y^4 - (a y^5 - b y^4) = \tfrac23 a y^5 - \tfrac13 b y^4, \qquad\text{so}\qquad 3P = 2t + x .$$
This has the shape of the Coulomb virial relation per volume, with exchange as the potential energy. Here it is a consequence of the exponents $5/3$ and $4/3$ placed in the model, not a statement about expectation values in a many-body state. The proof substitutes the powers of $y$ and closes with `ring`.

```lean
/-- Virial form of the pressure: at positive density, three times the pressure is twice the
kinetic plus the exchange energy per volume. -/
theorem pressure_virial (a b : ℝ) {n : ℝ} (hn : 0 < n) :
    3 * pressure (energyDensity a b) n = 2 * kinetic a n + exchange b n := by
  obtain ⟨y, _, h3, h1, h2, h4, h5⟩ := powers_of_cube_root hn
  unfold pressure
  rw [(hasDerivAt_energyDensity a b hn).deriv]
  unfold energyDensity kinetic exchange
  rw [h1, h2, h4, h5, h3]
  ring
```

## Sign of the pressure

Let $a, b, n > 0$. Factoring the virial form,
$$P = \frac{2 a y^4}{3}\left(y - \frac{b}{2a}\right).$$
The prefactor and $c = b/2a$ are positive, so the sign lemma applies with $c^3 = n_0$. The theorem reads: $P < 0$ exactly when $n < n_0$, $P = 0$ exactly when $n = n_0$, and $P > 0$ exactly when $n > n_0$. The factorisation is `hP`, a linear combination of the virial identity `hv` and the cancellation `hc`, which says $2a \cdot (b/2a) = b$.

```lean
/-- The pressure of jellium with exchange is negative, zero or positive exactly when the
density is below, at or above the equilibrium density `n0`. -/
theorem pressure_sign {a b n : ℝ} (ha : 0 < a) (hb : 0 < b) (hn : 0 < n) :
    (pressure (energyDensity a b) n < 0 ↔ n < equilibriumDensity a b) ∧
    (pressure (energyDensity a b) n = 0 ↔ n = equilibriumDensity a b) ∧
    (0 < pressure (energyDensity a b) n ↔ equilibriumDensity a b < n) := by
  obtain ⟨y, hy, h3, _, _, h4, h5⟩ := powers_of_cube_root hn
  have hi : a * a⁻¹ = 1 := mul_inv_cancel₀ ha.ne'
  have hc : 2 * a * (b / (2 * a)) = b := by linear_combination b * hi
  have hv := pressure_virial a b hn
  unfold kinetic exchange at hv
  rw [h4, h5] at hv
  -- factor the pressure into a positive part and `y - b/(2a)`
  have hP : pressure (energyDensity a b) n = 2 * a * y ^ 4 / 3 * (y - b / (2 * a)) := by
    linear_combination (1 / 3) * hv + (y ^ 4 / 3) * hc
  unfold equilibriumDensity
  exact sign_of_linear_factor hy (by positivity) (by positivity) h3 hP
```

## The minimum of the energy per particle

Dividing $e = a y^5 - b y^4$ by $n = y^3$ and completing the square,
$$\frac{e}{n} = a y^2 - b y = a\left(y - \frac{b}{2a}\right)^2 - \frac{b^2}{4a}.$$
The identity needs only $a \neq 0$ and $n > 0$. Lean multiplies through by $y^3$ with `div_eq_iff` and checks the polynomial identity using $a a^{-1} = 1$.

```lean
/-- The energy per particle as a completed square in `n^(1/3)`:
`e(n)/n = a (n^(1/3) - b/(2a))^2 - b^2/(4a)`. -/
theorem perParticle_completed_square {a n : ℝ} (b : ℝ) (ha : a ≠ 0) (hn : 0 < n) :
    perParticle (energyDensity a b) n =
      a * (n ^ (1 / 3 : ℝ) - b / (2 * a)) ^ 2 - b ^ 2 / (4 * a) := by
  obtain ⟨y, hy, h3, h1, _, h4, h5⟩ := powers_of_cube_root hn
  have hi : a * a⁻¹ = 1 := mul_inv_cancel₀ ha
  unfold perParticle energyDensity kinetic exchange
  rw [h1, h4, h5, h3, div_eq_iff (pow_ne_zero 3 hy.ne')]
  linear_combination (b * y ^ 4 - b ^ 2 * a⁻¹ * y ^ 3 / 4) * hi
```

Take $a, b > 0$, so that $b/2a > 0$. The square term is non-negative, so $e/n \geq -b^2/4a$. Equality forces the square to vanish, hence $y = b/2a$ and $n = n_0$; conversely $n = n_0$ gives $y^3 = (b/2a)^3$, and injectivity of the cube on non-negative numbers gives $y = b/2a$. The theorem also states $n_0 > 0$, so the minimiser lies in the range of densities considered. The minimum is global over uniform densities; non-uniform states and states of a different spin polarisation are not compared. The three bullets of the proof are the bound and the two directions of the equivalence.

```lean
/-- The equilibrium density is positive, and over positive densities the energy per particle
is at least `-b^2/(4a)`, with equality exactly at `n0`. -/
theorem perParticle_unique_minimum {a b : ℝ} (ha : 0 < a) (hb : 0 < b) :
    0 < equilibriumDensity a b ∧ ∀ n : ℝ, 0 < n →
      -(b ^ 2 / (4 * a)) ≤ perParticle (energyDensity a b) n ∧
      (perParticle (energyDensity a b) n = -(b ^ 2 / (4 * a)) ↔
        n = equilibriumDensity a b) := by
  have hc : 0 < b / (2 * a) := by positivity
  unfold equilibriumDensity
  refine ⟨pow_pos hc 3, fun n hn => ?_⟩
  obtain ⟨y, hy, h3, h1, _, _, _⟩ := powers_of_cube_root hn
  rw [perParticle_completed_square b ha.ne' hn, h1]
  refine ⟨?_, fun h => ?_, fun h => ?_⟩
  · have := mul_nonneg ha.le (sq_nonneg (y - b / (2 * a)))
    linarith
  · -- equality forces the square to vanish
    have h0 : a * (y - b / (2 * a)) ^ 2 = 0 := by linarith
    have h0' := (mul_eq_zero.mp h0).resolve_left ha.ne'
    have hyc : y = b / (2 * a) :=
      sub_eq_zero.mp ((pow_eq_zero_iff (by norm_num : (2 : ℕ) ≠ 0)).mp h0')
    rw [h3, hyc]
  · have hyc : y = b / (2 * a) :=
      (pow_left_inj₀ hy.le hc.le (by norm_num : (3 : ℕ) ≠ 0)).mp (h3.symm.trans h)
    rw [hyc]
    ring
```

## Bulk modulus

For every positive density $m$, $P(m) = \tfrac{2a}{3} m^{5/3} - \tfrac{b}{3} m^{4/3}$, which is the energy density with coefficients $2a/3$ and $b/3$. The derivative formula for $e$ then gives
$$P'(n) = \tfrac53\cdot\tfrac{2a}{3}\, n^{2/3} - \tfrac43\cdot\tfrac{b}{3}\, n^{1/3} = \tfrac{10}{9} a n^{2/3} - \tfrac49 b n^{1/3}.$$
A derivative depends only on values near $n$, and `hev` states that the two functions agree on a neighbourhood of $n$, namely the positive half-line.

```lean
/-- At positive density the pressure has derivative `(10/9) a n^(2/3) - (4/9) b n^(1/3)`. -/
theorem hasDerivAt_pressure (a b : ℝ) {n : ℝ} (hn : 0 < n) :
    HasDerivAt (pressure (energyDensity a b))
      (10 / 9 * a * n ^ (2 / 3 : ℝ) - 4 / 9 * b * n ^ (1 / 3 : ℝ)) n := by
  -- near `n` the pressure has the form of the energy with coefficients `2a/3` and `b/3`
  have hev : pressure (energyDensity a b) =ᶠ[𝓝 n] energyDensity (2 / 3 * a) (1 / 3 * b) := by
    filter_upwards [Ioi_mem_nhds hn] with m hm
    have hm' : 0 < m := hm
    have hv := pressure_virial a b hm'
    unfold kinetic exchange at hv
    show pressure (energyDensity a b) m =
      2 / 3 * a * m ^ (5 / 3 : ℝ) + -(1 / 3 * b * m ^ (4 / 3 : ℝ))
    linear_combination (1 / 3) * hv
  have h := (hasDerivAt_energyDensity (2 / 3 * a) (1 / 3 * b) hn).congr_of_eventuallyEq hev
  exact h.congr_deriv (by ring)
```

Multiplying by $n = y^3$,
$$B = \tfrac{10}{9} a y^5 - \tfrac49 b y^4 = \tfrac{10}{9} a y^4\left(y - \frac{2b}{5a}\right),$$
and the sign lemma applies with $c = 2b/5a$. For $a, b, n > 0$, $B$ is negative, zero or positive exactly when $n$ is below, at or above $n_s$. "Spinodal" names this sign change of $n P'$; no dynamics or phase separation is described.

```lean
/-- The bulk modulus is negative, zero or positive exactly when the density is below, at or
above the spinodal density `ns`. -/
theorem bulkModulus_sign {a b n : ℝ} (ha : 0 < a) (hb : 0 < b) (hn : 0 < n) :
    (bulkModulus (energyDensity a b) n < 0 ↔ n < spinodalDensity a b) ∧
    (bulkModulus (energyDensity a b) n = 0 ↔ n = spinodalDensity a b) ∧
    (0 < bulkModulus (energyDensity a b) n ↔ spinodalDensity a b < n) := by
  obtain ⟨y, hy, h3, h1, h2, _, _⟩ := powers_of_cube_root hn
  have hi : a * a⁻¹ = 1 := mul_inv_cancel₀ ha.ne'
  have hs : 5 * a * (2 * b / (5 * a)) = 2 * b := by linear_combination (2 * b) * hi
  -- factor the bulk modulus into a positive part and `y - 2b/(5a)`
  have hB : bulkModulus (energyDensity a b) n =
      10 / 9 * a * y ^ 4 * (y - 2 * b / (5 * a)) := by
    unfold bulkModulus
    rw [(hasDerivAt_pressure a b hn).deriv, h1, h2, h3]
    linear_combination (2 / 9 * y ^ 4) * hs
  unfold spinodalDensity
  exact sign_of_linear_factor hy (by positivity) (by positivity) h3 hB
```

Finally, let $a, b > 0$. Then $2b/5a < b/2a$ is $4ab < 5ab$ after cross-multiplying, and cubing gives $n_s < n_0$. If $n_s < n < n_0$, then $n > 0$ because $n_s > 0$, and both sign theorems apply: $P < 0$ and $B > 0$. In this window the uniform gas is under tension while its pressure still rises on compression.

```lean
/-- The spinodal density lies below the equilibrium density, and strictly between them the
pressure is negative while the bulk modulus is positive. -/
theorem tension_window {a b : ℝ} (ha : 0 < a) (hb : 0 < b) :
    spinodalDensity a b < equilibriumDensity a b ∧
    ∀ n : ℝ, spinodalDensity a b < n → n < equilibriumDensity a b →
      pressure (energyDensity a b) n < 0 ∧ 0 < bulkModulus (energyDensity a b) n := by
  have hs : 0 < 2 * b / (5 * a) := by positivity
  have hc : 0 < b / (2 * a) := by positivity
  have hlt : 2 * b / (5 * a) < b / (2 * a) := by
    rw [div_lt_div_iff₀ (by positivity) (by positivity)]
    nlinarith [mul_pos ha hb]
  refine ⟨(pow_lt_pow_iff_left₀ hs.le hc.le (by norm_num : (3 : ℕ) ≠ 0)).mpr hlt,
    fun n h1 h2 => ?_⟩
  have hs3 : 0 < spinodalDensity a b := pow_pos hs 3
  have hn : 0 < n := hs3.trans h1
  exact ⟨(pressure_sign ha hb hn).1.mpr h2, (bulkModulus_sign ha hb hn).2.2.mpr h1⟩

end

end JelliumExchange
```

```lean
#print axioms JelliumExchange.hasDerivAt_perParticle
#print axioms JelliumExchange.pressure_sign
#print axioms JelliumExchange.perParticle_unique_minimum
#print axioms JelliumExchange.tension_window
```

```
'JelliumExchange.hasDerivAt_perParticle' depends on axioms: [propext, Classical.choice, Quot.sound]
'JelliumExchange.pressure_sign' depends on axioms: [propext, Classical.choice, Quot.sound]
'JelliumExchange.perParticle_unique_minimum' depends on axioms: [propext, Classical.choice, Quot.sound]
'JelliumExchange.tension_window' depends on axioms: [propext, Classical.choice, Quot.sound]
```

## A wrong sign and the limit without exchange

The two cases below are worked from the formulas above and have no Lean theorem of their own.

Give up $a > 0$ and take $a = -1$, $b = 2$. The kinetic energy is then negative, so this is no physical gas, only a test of the hypothesis. Then $n_0 = (-1)^3 = -1$, so every positive density lies above $n_0$, yet at $n = 1$ the pressure is $\tfrac23(-1) - \tfrac13(2) = -\tfrac43 < 0$. The bound fails as well: $e/n = -3$ at $n = 1$, below $-b^2/4a = 1$.

As $b \to 0$ at fixed $a > 0$, the densities $n_0$ and $n_s$ shrink to zero as $b^3$ and the depth of the minimum as $b^2$. At $b = 0$ the free gas remains, with $P = \tfrac23 t > 0$ and $e/n = a n^{2/3}$, which approaches its lower bound $0$ without reaching it at any positive density; here $n_0 = n_s = 0$, so the claims $n_0 > 0$ and $n_s < n_0$ are lost, and no positive density is under tension.
